# Product prefactors of three line Gaussians can form a matrix that is not positive semidefinite

Suppose a program takes the matrix of Gaussian product prefactors and passes it to a Cholesky factorisation, on the grounds that the overlap matrix of the same functions would be accepted. For three Gaussians on a line with exponents $1/9, 1, 1$ and centres $0, 1, -1$, the first two pivots are positive, the third is about $-2.4$, and the factorisation stops at the square root of a negative number. Read as a squared length, the quadratic form of this matrix is also negative for some coefficient vectors.

The prefactor of a pair measures how much the separation of the centres suppresses the product of the two functions. In electronic-structure work with Gaussian basis functions it can help to decide which pairs are negligible. The example, for s-type functions on a line, shows that usefulness entry by entry does not make the whole matrix a substitute for the overlap matrix.

## Line Gaussians, their prefactors and their overlaps

A line Gaussian with exponent $a$ and centre $A$ is $g(x)=e^{-a(x-A)^2}$, without a normalisation constant. For exponents $a,b$ and centres $A,B$, the prefactor and the overlap are

$$K=\exp\!\left(-\frac{ab(A-B)^2}{a+b}\right),\qquad S=\int_{-\infty}^{\infty}e^{-a(x-A)^2}e^{-b(x-B)^2}\,dx .$$

For a family $g_i$ with exponents $a_i$ and centres $A_i$, these numbers fill the matrices $K_{ij}$ and $S_{ij}$.

```lean
import Mathlib

open MeasureTheory Matrix

namespace GaussianPrefactorMatrix

noncomputable section

/-- The unnormalised s-type Gaussian on a line with exponent `a` and centre `A`. -/
def lineGaussian (a A x : ℝ) : ℝ := Real.exp (-a * (x - A) ^ 2)

/-- The prefactor of the product of two line Gaussians with exponents `a`, `b` and
centres `A`, `B`. -/
def prefactor (a b A B : ℝ) : ℝ := Real.exp (-(a * b * (A - B) ^ 2 / (a + b)))

/-- The overlap integral of two line Gaussians. -/
def overlap (a b A B : ℝ) : ℝ := ∫ x : ℝ, lineGaussian a A x * lineGaussian b B x

/-- The matrix of product prefactors of a family of line Gaussians. -/
def prefactorMatrix {ι : Type*} (a A : ι → ℝ) : Matrix ι ι ℝ :=
  Matrix.of fun i j => prefactor (a i) (a j) (A i) (A j)

/-- The overlap matrix of a family of line Gaussians. -/
def overlapMatrix {ι : Type*} (a A : ι → ℝ) : Matrix ι ι ℝ :=
  Matrix.of fun i j => overlap (a i) (a j) (A i) (A j)
```

In Lean, `lineGaussian`, `prefactor` and `overlap` are these three expressions, and `overlap` is the actual integral over the real line, not a closed formula. The index type `ι` labels the functions, while `a` and `A` give their exponents and centres. Everything is real and one-dimensional, and only s-type functions occur. The definitions put no condition on the exponents; each theorem states what it needs.

Normalising the functions would multiply $K_{ij}$ by $N_iN_j$ with positive constants $N_i$. This changes neither the sign of the determinant nor whether the matrix is positive semidefinite.

## A nonzero total exponent lets the square be completed

The product of two Gaussians is again a Gaussian, up to a constant, when $p=a+b$ is not zero. Put $P=(aA+bB)/p$. Then

$$a(x-A)^2+b(x-B)^2=p(x-P)^2+aA^2+bB^2-\frac{(aA+bB)^2}{p},$$

and the constant terms combine to

$$\frac{(a+b)(aA^2+bB^2)-(aA+bB)^2}{p}=\frac{ab(A-B)^2}{p}.$$

Exponentiating the negative of both sides gives $K\,e^{-p(x-P)^2}$, which is why $K$ is called the prefactor.

```lean
/-- Gaussian product theorem: if the total exponent `a + b` is not zero, the product of two line
Gaussians is the prefactor times one Gaussian with the summed exponent, centred at the
exponent-weighted mean of the centres. -/
theorem gaussian_product {a b : ℝ} (h : a + b ≠ 0) (A B x : ℝ) :
    lineGaussian a A x * lineGaussian b B x =
      prefactor a b A B * lineGaussian (a + b) ((a * A + b * B) / (a + b)) x := by
  unfold lineGaussian prefactor
  rw [← Real.exp_add, ← Real.exp_add]
  congr 1
  field_simp
  ring
```

The hypothesis `a + b ≠ 0` is used where the derivation divides by $p$. The proof merges the exponentials on each side and compares the exponents; `field_simp` clears the denominator, and `ring` checks the remaining polynomial identity.

Without the hypothesis there may be no square to complete. For $a=1$, $b=-1$, $A=1$, $B=0$ the product is $e^{2x-1}$, which has no centre.

## A positive total exponent makes the overlap finite

A positive $p$ means that the product decays at both ends of the line. Integrating the product formula and shifting the origin to $P$ gives

$$S=K\int_{-\infty}^{\infty}e^{-p(x-P)^2}\,dx=K\int_{-\infty}^{\infty}e^{-px^2}\,dx=K\sqrt{\frac{\pi}{p}} .$$

```lean
/-- If the total exponent `a + b` is positive, the overlap of two line Gaussians is their prefactor
times `√(π / (a + b))`. -/
theorem overlap_eq {a b : ℝ} (h : 0 < a + b) (A B : ℝ) :
    overlap a b A B = prefactor a b A B * √(Real.pi / (a + b)) := by
  unfold overlap
  simp_rw [gaussian_product h.ne']
  rw [integral_const_mul]
  congr 1
  -- shift the origin to the centre of the product Gaussian
  exact (integral_sub_right_eq_self (fun x : ℝ => Real.exp (-(a + b) * x ^ 2))
    ((a * A + b * B) / (a + b))).trans (integral_gaussian _)

/-- The product of two line Gaussians with positive total exponent is integrable. -/
theorem integrable_product {a b : ℝ} (h : 0 < a + b) (A B : ℝ) :
    Integrable (fun x : ℝ => lineGaussian a A x * lineGaussian b B x) := by
  simp_rw [gaussian_product h.ne']
  exact ((integrable_exp_neg_mul_sq h).comp_sub_right
    ((a * A + b * B) / (a + b))).const_mul _
```

In `overlap_eq` the proof follows the same three steps: take the constant out of the integral, translate, and apply the Gaussian integral. Positivity is used there only to know that $p\neq0$. `integral_gaussian` carries no sign condition, because by Mathlib's conventions both of its sides are zero when the exponent is not positive. The convergence itself is established in `integrable_product`, through `integrable_exp_neg_mul_sq`, and that is where the sign of $p$ matters.

If $p\le 0$, the product does not decay at both ends and the overlap integral diverges.

The formula also shows how $K$ differs from $S$: entry by entry, by the factor $\sqrt{\pi/(a_i+a_j)}$. For normalised functions the overlap is

$$\frac{S_{ij}}{\sqrt{S_{ii}S_{jj}}}=K_{ij}\left(\frac{2\sqrt{a_ia_j}}{a_i+a_j}\right)^{1/2}.$$

The extra factor is $1$ for equal exponents and smaller for unequal positive ones.

## Positive exponents make the overlap matrix positive semidefinite

The condition $a_i>0$ for every $i$ says that each basis function is square-integrable. It also makes every sum $a_i+a_j$ positive, so all the products are integrable and a finite sum can be exchanged with the integral. For real coefficients $c_i$,

$$\sum_{i,j}c_iS_{ij}c_j=\int_{-\infty}^{\infty}\sum_{i,j}c_ic_j\,g_i(x)g_j(x)\,dx=\int_{-\infty}^{\infty}\Big(\sum_i c_ig_i(x)\Big)^2dx\ \ge 0 .$$

```lean
/-- The overlap matrix of any finite family of line Gaussians with positive exponents is
positive semidefinite. -/
theorem overlapMatrix_posSemidef {ι : Type*} [Fintype ι] (a A : ι → ℝ)
    (ha : ∀ i, 0 < a i) : (overlapMatrix a A).PosSemidef := by
  have hint := fun i j => integrable_product (add_pos (ha i) (ha j)) (A i) (A j)
  refine Matrix.PosSemidef.of_dotProduct_mulVec_nonneg ?_ fun c => ?_
  · refine Matrix.IsHermitian.ext fun i j => ?_
    simp only [overlapMatrix, Matrix.of_apply, star_trivial, overlap]
    exact integral_congr_ae (Filter.Eventually.of_forall fun x => mul_comm _ _)
  · -- the quadratic form is the integral of the square of a linear combination
    have key : star c ⬝ᵥ (overlapMatrix a A *ᵥ c) =
        ∫ x : ℝ, (∑ i, c i * lineGaussian (a i) (A i) x) ^ 2 := by
      have h : ∀ x : ℝ, (∑ i, c i * lineGaussian (a i) (A i) x) ^ 2 =
          ∑ i, ∑ j, c i * c j *
            (lineGaussian (a i) (A i) x * lineGaussian (a j) (A j) x) := by
        intro x
        rw [sq, Finset.sum_mul_sum]
        exact Finset.sum_congr rfl fun i _ => Finset.sum_congr rfl fun j _ => by ring
      simp_rw [h]
      rw [MeasureTheory.integral_finsetSum _ (fun i _ => MeasureTheory.integrable_finsetSum _
        fun j _ => (hint i j).const_mul _)]
      simp only [dotProduct, Matrix.mulVec, Finset.mul_sum, Pi.star_apply, star_trivial]
      refine Finset.sum_congr rfl fun i _ => ?_
      rw [MeasureTheory.integral_finsetSum _ (fun j _ => (hint i j).const_mul _)]
      refine Finset.sum_congr rfl fun j _ => ?_
      rw [integral_const_mul]
      simp only [overlapMatrix, Matrix.of_apply, overlap]
      ring
    rw [key]
    exact integral_nonneg fun x => sq_nonneg _
```

For a real matrix, `PosSemidef` means symmetric with a non-negative quadratic form. The proof treats these two parts in turn. Symmetry comes from commuting the two factors under the integral. For the quadratic form, `key` is the displayed identity: the square is expanded into a double sum, and the integral is then taken inside both sums. The hypothesis `ha` enters through `hint`, which supplies the integrability needed for that exchange.

The theorem holds for any finite family and allows repeated functions. It therefore claims semidefiniteness and not strict definiteness.

If some $a_i\le0$, the diagonal entry $S_{ii}=\int e^{-2a_i(x-A_i)^2}dx$ diverges, and the function has no finite norm.

## Exponents 1/9, 1, 1 and centres 0, 1, −1 give a negative determinant

Here the assumptions are the numbers themselves. They describe a broad function at the origin and two tighter ones on either side. Number the functions $0,1,2$ in the order given. The prefactor exponents are

$$\frac{\tfrac19\cdot1\cdot1^2}{\tfrac19+1}=\frac1{10}\quad\text{for the pairs }(0,1),(0,2),\qquad \frac{1\cdot1\cdot2^2}{1+1}=2\quad\text{for }(1,2).$$

With $x=e^{-1/10}$ and $y=e^{-2}$, now plain numbers, this gives

$$K=\begin{pmatrix}1&x&x\\x&1&y\\x&y&1\end{pmatrix},\qquad \det K=1+2x^2y-2x^2-y^2=(1-y)(1+y-2x^2).$$

The inequality $e^t\ge1+t$ settles the sign. At $t=-1/10$ it gives $x\ge 9/10$. At $t=2$ it gives $e^2\ge3$, hence $y\le1/3$. The first factor is then at least $2/3$, and the second is at most $4/3-2(9/10)^2=-43/150$. So $\det K<0$; numerically it is about $-0.434$. A positive semidefinite matrix has a non-negative determinant, so $K$ is not one.

```lean
/-- For line Gaussians with exponents 1/9, 1, 1 and centres 0, 1, -1 the prefactor matrix has
negative determinant and is not positive semidefinite, while the overlap matrix is. -/
theorem prefactorMatrix_not_posSemidef :
    (prefactorMatrix ![1 / 9, 1, 1] ![0, 1, -1]).det < 0 ∧
    ¬ (prefactorMatrix ![1 / 9, 1, 1] ![0, 1, -1]).PosSemidef ∧
    (overlapMatrix ![1 / 9, 1, 1] ![0, 1, -1]).PosSemidef := by
  have hK : prefactorMatrix ![1 / 9, 1, 1] ![0, 1, -1] =
      !![1, Real.exp (-1 / 10), Real.exp (-1 / 10);
         Real.exp (-1 / 10), 1, Real.exp (-2);
         Real.exp (-1 / 10), Real.exp (-2), 1] := by
    ext i j
    fin_cases i <;> fin_cases j <;> simp [prefactorMatrix, prefactor] <;> norm_num
  have hdet : ∀ x y : ℝ, (!![1, x, x; x, 1, y; x, y, 1] : Matrix (Fin 3) (Fin 3) ℝ).det =
      (1 - y) * (1 + y - 2 * x ^ 2) := by
    intro x y
    simp [Matrix.det_fin_three]
    ring
  have hneg : (prefactorMatrix ![1 / 9, 1, 1] ![0, 1, -1]).det < 0 := by
    rw [hK, hdet]
    -- elementary bounds on the two exponentials
    have hx : 9 / 10 ≤ Real.exp (-1 / 10) := by
      linarith [Real.add_one_le_exp (-1 / 10 : ℝ)]
    have hy : Real.exp (-2) ≤ 1 / 3 := by
      have h1 : Real.exp (-2) * Real.exp 2 = 1 := by
        rw [← Real.exp_add]
        norm_num
      nlinarith [Real.add_one_le_exp (2 : ℝ), Real.exp_pos (-2)]
    exact mul_neg_of_pos_of_neg (by linarith) (by nlinarith)
  refine ⟨hneg, fun h => not_le_of_gt hneg h.det_nonneg, ?_⟩
  apply overlapMatrix_posSemidef
  intro i
  fin_cases i <;> norm_num
```

The statement joins three facts about the same exponents and centres: the determinant of the prefactor matrix is negative, that matrix is not positive semidefinite, and the overlap matrix is. In the proof, `hK` computes the nine entries, `hdet` is the factorisation for arbitrary $x$ and $y$, and `hx` and `hy` are the two bounds. The second fact follows from `h.det_nonneg`, and the third from the general overlap theorem once the three exponents are seen to be positive.

The geometry shows what the numbers do. If $K$ were positive semidefinite, its unit diagonal would let its entries be read as cosines of angles between unit vectors. Vectors 1 and 2 would each lie about $25^\circ$ from vector 0, so they could be at most about $50^\circ$ apart, with a cosine of at least $2x^2-1\approx0.64$. But $y\approx0.14$. For normalised overlaps the extra factor $\sqrt{0.6}$ lowers the entries for the pairs $(0,1)$ and $(0,2)$ to about $0.70$, and the conflict disappears.

A direct witness is $c=(-2,1,1)$, for which $c^{T}Kc=6-8x+2y\approx-0.97$, or about $-0.16$ after $c$ is normalised to unit length.

## A common exponent restores positivity

If all functions have the same width, $a_i=a>0$, then $a_i+a_j=2a$ for every pair, and the factor between the two matrices no longer depends on the pair:

$$K_{ij}=\left(\frac{\pi}{2a}\right)^{-1/2}S_{ij}.$$

A positive multiple of a positive semidefinite matrix is positive semidefinite.

```lean
/-- If all Gaussians share one positive exponent, the prefactor matrix is positive
semidefinite. -/
theorem prefactorMatrix_posSemidef_of_common_exponent {ι : Type*} [Fintype ι]
    {a : ℝ} (ha : 0 < a) (A : ι → ℝ) : (prefactorMatrix (fun _ => a) A).PosSemidef := by
  have hs : √(Real.pi / (a + a)) ≠ 0 := by positivity
  -- the prefactor matrix is a positive multiple of the overlap matrix
  have hK : prefactorMatrix (fun _ => a) A =
      (√(Real.pi / (a + a)))⁻¹ • overlapMatrix (fun _ => a) A := by
    ext i j
    simp only [prefactorMatrix, overlapMatrix, Matrix.of_apply, Matrix.smul_apply, smul_eq_mul]
    rw [overlap_eq (add_pos ha ha), mul_comm, mul_assoc, mul_inv_cancel₀ hs, mul_one]
  rw [hK]
  exact (overlapMatrix_posSemidef _ A fun _ => ha).smul (by positivity)
```

The common exponent appears in the statement as the constant function `fun _ => a`. The proof uses it in `hK`, where one scalar serves all entries. The hypothesis `0 < a` makes that scalar positive and provides the overlap theorem with its condition.

Without a common exponent the conclusion can fail, and the three functions above are the counter-example: two of them share an exponent and the third does not.

## With two Gaussians, positive exponents are enough

For two functions, numbered $0$ and $1$, the matrix has ones on the diagonal and a single off-diagonal value $k=K_{01}$. Positive exponents give $ab(A-B)^2/(a+b)\ge0$, and therefore $0<k\le1$. The quadratic form then splits into two non-negative parts:

$$c_0^2+2k\,c_0c_1+c_1^2=k(c_0+c_1)^2+(1-k)(c_0^2+c_1^2).$$

```lean
/-- The prefactor matrix of two line Gaussians with positive exponents is positive
semidefinite. -/
theorem prefactorMatrix_posSemidef_of_two (a A : Fin 2 → ℝ) (ha : ∀ i, 0 < a i) :
    (prefactorMatrix a A).PosSemidef := by
  have hcomm : ∀ i j, prefactorMatrix a A j i = prefactorMatrix a A i j := by
    intro i j
    simp only [prefactorMatrix, Matrix.of_apply, prefactor]
    congr 1
    ring
  have hdiag : ∀ i, prefactorMatrix a A i i = 1 := by
    intro i
    simp [prefactorMatrix, prefactor]
  have hpos : 0 < prefactorMatrix a A 0 1 := Real.exp_pos _
  have hle : prefactorMatrix a A 0 1 ≤ 1 := by
    have h0 := ha 0
    have h1 := ha 1
    have hq : 0 ≤ a 0 * a 1 * (A 0 - A 1) ^ 2 / (a 0 + a 1) := by positivity
    exact Real.exp_le_one_iff.mpr (neg_nonpos.mpr hq)
  refine Matrix.PosSemidef.of_dotProduct_mulVec_nonneg ?_ fun c => ?_
  · exact Matrix.IsHermitian.ext fun i j => by rw [star_trivial, hcomm]
  · simp only [dotProduct, Matrix.mulVec, Fin.sum_univ_two, Pi.star_apply, star_trivial]
    rw [hdiag 0, hdiag 1, hcomm 0 1]
    -- split the form into two manifestly non-negative parts
    nlinarith [mul_nonneg hpos.le (sq_nonneg (c 0 + c 1)),
      mul_nonneg (sub_nonneg.mpr hle) (add_nonneg (sq_nonneg (c 0)) (sq_nonneg (c 1)))]

end

end GaussianPrefactorMatrix
```

Here `hdiag` gives the unit diagonal, while `hpos` and `hle` are the two bounds on $k$. Positivity of the exponents is used only in `hle`. The final `nlinarith` receives the two parts of the split as hints.

The restriction to two functions, expressed by `Fin 2`, matters because the example with three functions has positive exponents as well. A single function gives the matrix $(1)$, so three is the smallest number at which positive exponents allow a failure.

Positivity of the exponents matters too. Take exponents $-1$ and $2$ with centres $0$ and $1$. Then $k=e^{2}>1$ and the determinant is $1-e^{4}<0$. The prefactor has become an enhancement, which no pair of square-integrable Gaussians produces.

```lean
#print axioms GaussianPrefactorMatrix.prefactorMatrix_not_posSemidef
#print axioms GaussianPrefactorMatrix.prefactorMatrix_posSemidef_of_common_exponent
#print axioms GaussianPrefactorMatrix.prefactorMatrix_posSemidef_of_two
```

```
'GaussianPrefactorMatrix.prefactorMatrix_not_posSemidef' depends on axioms: [propext, Classical.choice, Quot.sound]
'GaussianPrefactorMatrix.prefactorMatrix_posSemidef_of_common_exponent' depends on axioms: [propext, Classical.choice, Quot.sound]
'GaussianPrefactorMatrix.prefactorMatrix_posSemidef_of_two' depends on axioms: [propext, Classical.choice, Quot.sound]
```
